# Leading bath-hybridisation weight of a nearest-neighbour chain: smaller in DCA than in CDMFT for clusters of three or more sites

For a chain with dispersion \(-2t\cos k\), cut into clusters of \(L\ge 3\) sites, the leading high-frequency weight of the bath hybridisation per site in the dynamical cluster approximation (DCA) is

\[
W_{\rm DCA}=2t^2(1-s^2)\le \frac{2\pi^2t^2}{3L^2},\qquad s=\frac{\sin(\pi/L)}{\pi/L}.
\]

In cellular dynamical mean-field theory (CDMFT) the same weight is \(W_{\rm CDMFT}=2t^2/L\). For \(t\neq0\) the DCA value is strictly smaller. Here \(t\) is the hopping parameter, the lattice constant is one, and "coupling" always means a squared amplitude, with the dimension of energy squared.

## The \(1/z\) tail of the hybridisation function

Both methods embed a cluster in a bath, whose effect on the cluster is described by the hybridisation function \(\Delta(z)\) at complex frequency \(z\). In DCA the self-energy \(\Sigma(K,z)\) is constant within the patch around each cluster momentum \(K\). Let \(\langle\cdot\rangle_K\) be the average over that patch and \(\varepsilon_k=-2t\cos k\). With \(\zeta=z-\Sigma(K,z)\) and \(\Sigma\) bounded at large \(z\),

\[
\Big\langle \frac1{\zeta-\varepsilon_k}\Big\rangle_K^{-1}
=\zeta-\langle\varepsilon\rangle_K-\frac{\langle(\varepsilon-\langle\varepsilon\rangle_K)^2\rangle_K}{\zeta}+\dots
\]

The hybridisation function \(\Delta(K,z)\) is \(\zeta-\langle\varepsilon\rangle_K\) minus this inverse, so its tail is the patch variance divided by \(z\). In CDMFT the corresponding coefficient, traced over the cluster, is the sum of squared hoppings from the cluster to the sites outside it.

For this one-dimensional, nearest-neighbour model, a code can use these coefficients to subtract the tail before a Fourier transform to imaginary time, or to constrain the sum of squared bath amplitudes in an exact-diagonalisation solver. In DCA each \(K\) needs its own patch variance; \(W_{\rm DCA}\) fixes only their average. In CDMFT the coefficient is a matrix in the cluster sites, and \(W_{\rm CDMFT}\) fixes only its trace.

## The variance in one patch and its average

Put \(x=\pi/L\), so that a patch runs from \(K-x\) to \(K+x\) and \(s=\sin x/x\). The patch mean is

\[
m=\frac1{2x}\int_{K-x}^{K+x}(-2t\cos k)\,dk=-2ts\cos K .
\]

The squared deviation \((-2t\cos k-m)^2=4t^2\cos^2k+4tm\cos k+m^2\) has the antiderivative \(2t^2(k+\sin k\cos k)+4tm\sin k+m^2k\). Between the patch edges, \(\sin k\) changes by \(2\cos K\sin x\) and \(\sin k\cos k\) by \(2\sin x\cos x\cos 2K\). Division by \(2x\) gives the variance

\[
2t^2(1+s\cos x\cos 2K)+4tms\cos K+m^2 .
\]

On inserting \(m\), the last two terms become \(-4t^2s^2\cos^2K=-2t^2s^2(1+\cos2K)\). Hence

\[
\mathrm{Var}_K=2t^2\big[(1-s^2)+s(\cos x-s)\cos 2K\big].
\]

The cluster momenta are \(K=aj\) with \(a=2\pi/L\) and \(j=0,\dots,L-1\). Since \(2\sin a\cos(2aj)=\sin((2j+1)a)-\sin((2j-1)a)\), the sum telescopes:

\[
2\sin a\sum_{j=0}^{L-1}\cos(2aj)=\sin(2aL-a)+\sin a=\sin(4\pi-a)+\sin a=0 .
\]

For \(L\ge3\) we have \(0<a<\pi\), so \(\sin a>0\) and the sum itself vanishes. The average variance is \(2t^2(1-s^2)\).

## Two boundary bonds against a quadratic bound

A CDMFT cluster on sites \(0,\dots,L-1\) is joined to the rest of the chain by two bonds, \(0\) to \(-1\) and \(L-1\) to \(L\). Each contributes \(t^2\), so the weight per site is \(2t^2/L\).

To compare, note that \(\sin y-y+y^3/6\) vanishes at \(y=0\) and has derivative \(\cos y-1+y^2/2\ge0\). At \(y=x\) this gives \(s\ge1-x^2/6\), and then

\[
1-s^2=2(1-s)-(1-s)^2\le2(1-s)\le\frac{x^2}{3}=\frac{\pi^2}{3L^2}.
\]

This is below \(1/L\) when \(\pi^2<3L\), which holds for \(L\ge4\). For \(L=3\) it narrowly fails, but \(s\ge1-\pi^2/54>0.817\) gives \(1-s^2<0.333<1/3\). Multiplication by \(2t^2>0\) completes the comparison.

## Lean source for both couplings

```lean
import Mathlib

open Real

namespace ClusterBathCoupling

noncomputable section

/-- Dispersion of the nearest-neighbour chain, `-2t cos k`. -/
def dispersion (t k : ℝ) : ℝ := -2 * t * cos k

/-- Average of `f` over the momentum patch of width `2π/L` centred at `K`, for `L ≥ 1`. -/
def patchAverage (L : ℕ) (f : ℝ → ℝ) (K : ℝ) : ℝ :=
  (L : ℝ) / (2 * π) * ∫ k in (K - π / L)..(K + π / L), f k

/-- Variance of the dispersion within the patch centred at `K`, for `L ≥ 1`. -/
def patchVariance (t : ℝ) (L : ℕ) (K : ℝ) : ℝ :=
  patchAverage L (fun k => (dispersion t k - patchAverage L (dispersion t) K) ^ 2) K

/-- The cluster momentum `2πj/L`, for `L ≥ 1`. -/
def clusterMomentum (L j : ℕ) : ℝ := 2 * π * j / L

/-- The factor `s = sin(π/L)/(π/L)`, for `L ≥ 1`. -/
def patchFactor (L : ℕ) : ℝ := sin (π / L) / (π / L)

/-- DCA bath coupling per cluster site: the patch variance averaged over the `L` cluster
momenta, for `L ≥ 1`. -/
def dcaCoupling (t : ℝ) (L : ℕ) : ℝ :=
  (∑ j ∈ Finset.range L, patchVariance t L (clusterMomentum L j)) / L

/-- Hopping amplitude between sites `i` and `j` of the infinite chain. -/
def hopping (t : ℝ) (i j : ℤ) : ℝ := if |i - j| = 1 then -t else 0

/-- CDMFT bath coupling per cluster site: the squared hopping amplitudes from the cluster
`0, ..., L-1` to all sites outside it, summed and divided by `L`, for `L ≥ 1`. -/
def cdmftCoupling (t : ℝ) (L : ℕ) : ℝ :=
  (∑ i ∈ Finset.Ico (0 : ℤ) L,
    ∑' j : ℤ, if j ∈ Finset.Ico (0 : ℤ) L then 0 else hopping t i j ^ 2) / L

/-- The squared deviation of the dispersion from a reference energy `m`, integrated over a
momentum window of half-width `x` around `K`. -/
theorem integral_sq_deviation (t m K x : ℝ) :
    ∫ k in (K - x)..(K + x), (dispersion t k - m) ^ 2 =
      2 * t ^ 2 * (2 * x + 2 * sin x * cos x * cos (2 * K))
        + 8 * t * m * cos K * sin x + 2 * m ^ 2 * x := by
  have hd : ∀ k ∈ Set.uIcc (K - x) (K + x),
      HasDerivAt (fun k => 2 * t ^ 2 * (k + sin k * cos k) + 4 * t * m * sin k + m ^ 2 * k)
        ((dispersion t k - m) ^ 2) k := by
    intro k _
    have h1 := ((((hasDerivAt_id' k).fun_add
      ((Real.hasDerivAt_sin k).fun_mul (Real.hasDerivAt_cos k))).const_mul (2 * t ^ 2)).fun_add
      ((Real.hasDerivAt_sin k).const_mul (4 * t * m))).fun_add
      ((hasDerivAt_id' k).const_mul (m ^ 2))
    refine h1.congr_deriv ?_
    unfold dispersion
    linear_combination (-2 * t ^ 2) * Real.sin_sq_add_cos_sq k
  have hc : Continuous fun k => (dispersion t k - m) ^ 2 := by
    unfold dispersion
    fun_prop
  -- the two trigonometric differences between the window edges
  have hs : sin (K + x) - sin (K - x) = 2 * cos K * sin x := by
    rw [Real.sin_add, Real.sin_sub]
    ring
  have hb : sin (K + x) * cos (K + x) - sin (K - x) * cos (K - x)
      = 2 * sin x * cos x * cos (2 * K) := by
    rw [Real.sin_add, Real.sin_sub, Real.cos_add, Real.cos_sub, Real.cos_two_mul]
    linear_combination (-2 * sin x * cos x) * Real.sin_sq_add_cos_sq K
  rw [intervalIntegral.integral_eq_sub_of_hasDerivAt hd (hc.intervalIntegrable _ _)]
  linear_combination (2 * t ^ 2) * hb + (4 * t * m) * hs

/-- Variance of the dispersion within a single patch centred at any `K`, for `L ≥ 1`: a
constant part plus a modulation proportional to `cos 2K`. -/
theorem patchVariance_eq (t : ℝ) {L : ℕ} (hL : 0 < L) (K : ℝ) :
    patchVariance t L K = 2 * t ^ 2 * ((1 - patchFactor L ^ 2)
      + patchFactor L * (cos (π / L) - patchFactor L) * cos (2 * K)) := by
  have hL' : (0 : ℝ) < L := by exact_mod_cast hL
  have hx : π / (L : ℝ) ≠ 0 := (div_pos Real.pi_pos hL').ne'
  have hpre : (L : ℝ) / (2 * π) = 1 / (2 * (π / L)) := by
    field_simp
  simp only [patchVariance, patchAverage, patchFactor]
  rw [hpre]
  generalize π / (L : ℝ) = x at hx ⊢
  have hmean : ∫ k in (K - x)..(K + x), dispersion t k = -4 * t * cos K * sin x := by
    simp only [dispersion]
    rw [intervalIntegral.integral_const_mul, integral_cos, Real.sin_add, Real.sin_sub]
    ring
  rw [hmean, integral_sq_deviation, Real.cos_two_mul]
  field_simp
  ring

/-- For `L ≥ 3` the modulation `cos 2K` sums to zero over the cluster momenta. -/
theorem sum_cos_two_clusterMomentum {L : ℕ} (hL : 3 ≤ L) :
    ∑ j ∈ Finset.range L, cos (2 * clusterMomentum L j) = 0 := by
  have hL' : (3 : ℝ) ≤ L := by exact_mod_cast hL
  have hL0 : (0 : ℝ) < L := by linarith
  obtain ⟨a, ha⟩ : ∃ a : ℝ, a = 2 * π / L := ⟨_, rfl⟩
  have haL : a * L = 2 * π := by
    rw [ha]
    field_simp
  have hsin : 0 < sin a := by
    apply Real.sin_pos_of_pos_of_lt_pi
    · rw [ha]
      positivity
    · rw [ha, div_lt_iff₀ hL0]
      nlinarith [Real.pi_pos]
  -- multiplied by 2 sin a, the sum telescopes
  have key : ∀ n : ℕ, 2 * sin a * ∑ j ∈ Finset.range n, cos (2 * (a * j))
      = sin (2 * a * n - a) + sin a := by
    intro n
    induction n with
    | zero => simp
    | succ n ih =>
      have h1 : 2 * a * ((n + 1 : ℕ) : ℝ) - a = 2 * (a * n) + a := by
        push_cast
        ring
      have h2 : 2 * a * (n : ℝ) - a = 2 * (a * n) - a := by ring
      rw [Finset.sum_range_succ, mul_add, ih, h1, h2, Real.sin_add, Real.sin_sub]
      ring
  have hend : 2 * a * (L : ℝ) - a = (2 * π - a) + 2 * π := by
    linear_combination 2 * haL
  have h := key L
  rw [hend, Real.sin_add_two_pi, Real.sin_two_pi_sub, neg_add_cancel] at h
  have hK : ∀ j ∈ Finset.range L, cos (2 * clusterMomentum L j) = cos (2 * (a * j)) := by
    intro j _
    rw [clusterMomentum, ha]
    congr 1
    ring
  rw [Finset.sum_congr rfl hK]
  exact (mul_eq_zero.1 h).resolve_left (by positivity)

/-- For `L ≥ 3` the DCA bath coupling of the chain is `2t²(1 - s²)` with
`s = sin(π/L)/(π/L)`. -/
theorem dcaCoupling_eq (t : ℝ) {L : ℕ} (hL : 3 ≤ L) :
    dcaCoupling t L = 2 * t ^ 2 * (1 - patchFactor L ^ 2) := by
  have hL0 : (L : ℝ) ≠ 0 := by
    have : L ≠ 0 := by omega
    exact_mod_cast this
  unfold dcaCoupling
  rw [Finset.sum_congr rfl (fun j _ => patchVariance_eq t (by omega) (clusterMomentum L j)),
    ← Finset.mul_sum, Finset.sum_add_distrib, ← Finset.mul_sum,
    sum_cos_two_clusterMomentum hL, Finset.sum_const, Finset.card_range, nsmul_eq_mul,
    mul_zero, add_zero]
  field_simp

/-- For `L ≥ 1` the CDMFT bath coupling of the chain is `2t²/L`. -/
theorem cdmftCoupling_eq (t : ℝ) {L : ℕ} (hL : 0 < L) :
    cdmftCoupling t L = 2 * t ^ 2 / L := by
  have h : ∀ i ∈ Finset.Ico (0 : ℤ) L,
      (∑' j : ℤ, if j ∈ Finset.Ico (0 : ℤ) L then 0 else hopping t i j ^ 2)
        = (if i = 0 then t ^ 2 else 0) + (if i = (L : ℤ) - 1 then t ^ 2 else 0) := by
    intro i hi
    rw [Finset.mem_Ico] at hi
    -- only the two neighbours of site i contribute
    have hz : ∀ j ∉ ({i - 1, i + 1} : Finset ℤ),
        (if j ∈ Finset.Ico (0 : ℤ) L then 0 else hopping t i j ^ 2) = 0 := by
      intro j hj
      simp only [Finset.mem_insert, Finset.mem_singleton, not_or] at hj
      have hn : ¬ |i - j| = 1 := by
        intro h1
        rcases (abs_eq (by norm_num)).1 h1 with h2 | h2 <;> omega
      simp only [hopping, if_neg hn]
      simp
    have hm : hopping t i (i - 1) = -t := by simp [hopping]
    have hp : hopping t i (i + 1) = -t := by simp [hopping]
    have e1 : i - 1 ∈ Finset.Ico (0 : ℤ) L ↔ ¬ i = 0 := by
      rw [Finset.mem_Ico]
      omega
    have e2 : i + 1 ∈ Finset.Ico (0 : ℤ) L ↔ ¬ i = (L : ℤ) - 1 := by
      rw [Finset.mem_Ico]
      omega
    rw [tsum_eq_sum hz, Finset.sum_pair (by omega), hm, hp, neg_sq]
    simp only [e1, e2, ite_not]
  have m1 : (0 : ℤ) ∈ Finset.Ico (0 : ℤ) L := by
    rw [Finset.mem_Ico]
    omega
  have m2 : (L : ℤ) - 1 ∈ Finset.Ico (0 : ℤ) L := by
    rw [Finset.mem_Ico]
    omega
  unfold cdmftCoupling
  rw [Finset.sum_congr rfl h, Finset.sum_add_distrib, Finset.sum_ite_eq',
    Finset.sum_ite_eq', if_pos m1, if_pos m2]
  ring

/-- For a single-site cluster the DCA and CDMFT bath couplings coincide. -/
theorem coupling_single_site (t : ℝ) : dcaCoupling t 1 = cdmftCoupling t 1 := by
  rw [cdmftCoupling_eq t one_pos]
  simp [dcaCoupling, patchVariance_eq t one_pos, patchFactor]

/-- For `L ≥ 1` the factor `s = sin(π/L)/(π/L)` is at least `1 - (π/L)²/6`. -/
theorem patchFactor_lower {L : ℕ} (hL : 0 < L) :
    1 - (π / L) ^ 2 / 6 ≤ patchFactor L := by
  have hL' : (0 : ℝ) < L := by exact_mod_cast hL
  have hx : 0 < π / (L : ℝ) := div_pos Real.pi_pos hL'
  have hd : ∀ y : ℝ, HasDerivAt (fun y => sin y - y + y ^ 3 / 6)
      (cos y - 1 + y ^ 2 / 2) y := by
    intro y
    refine (((Real.hasDerivAt_sin y).fun_sub (hasDerivAt_id' y)).fun_add
      ((hasDerivAt_pow 3 y).div_const 6)).congr_deriv ?_
    norm_num
    ring
  have mono : Monotone (fun y : ℝ => sin y - y + y ^ 3 / 6) :=
    monotone_of_deriv_nonneg (fun y => (hd y).differentiableAt) (fun y => by
      rw [(hd y).deriv]
      linarith [Real.one_sub_sq_div_two_le_cos (x := y)])
  have h := mono hx.le
  simp only [Real.sin_zero] at h
  unfold patchFactor
  rw [le_div_iff₀ hx]
  nlinarith [h]

/-- For `L ≥ 3` the DCA bath coupling is at most `2π²t²/(3L²)`. -/
theorem dcaCoupling_le (t : ℝ) {L : ℕ} (hL : 3 ≤ L) :
    dcaCoupling t L ≤ 2 * t ^ 2 * ((π / L) ^ 2 / 3) := by
  rw [dcaCoupling_eq t hL]
  have hb := patchFactor_lower (L := L) (by omega)
  have h : 1 - patchFactor L ^ 2 ≤ (π / L) ^ 2 / 3 := by
    nlinarith [sq_nonneg (patchFactor L - 1)]
  exact mul_le_mul_of_nonneg_left h (by positivity)

/-- For nonzero hopping and `L ≥ 3`, the DCA bath coupling per cluster site is strictly smaller than
the CDMFT one. -/
theorem dcaCoupling_lt_cdmftCoupling {t : ℝ} (ht : t ≠ 0) {L : ℕ} (hL : 3 ≤ L) :
    dcaCoupling t L < cdmftCoupling t L := by
  have hpi : π ^ 2 < 9.88 := by nlinarith [Real.pi_lt_d4, Real.pi_pos]
  have hb := patchFactor_lower (L := L) (by omega)
  have key : 1 - patchFactor L ^ 2 < 1 / (L : ℝ) := by
    rcases hL.eq_or_lt with rfl | h4
    · -- three sites: a numerical bound on s suffices
      rw [div_pow] at hb
      push_cast at hb ⊢
      have hs : 0.817 ≤ patchFactor 3 := by linarith
      nlinarith
    · -- four or more sites: the quadratic bound suffices
      have hL4 : (4 : ℝ) ≤ L := by exact_mod_cast h4
      have hL0 : (0 : ℝ) < L := by linarith
      have h1 : 1 - patchFactor L ^ 2 ≤ (π / L) ^ 2 / 3 := by
        nlinarith [sq_nonneg (patchFactor L - 1)]
      have h2 : (π / (L : ℝ)) ^ 2 / 3 < 1 / L := by
        rw [div_pow, div_div, div_lt_div_iff₀ (by positivity) hL0]
        have h3 : 0 < 3 * (L : ℝ) - π ^ 2 := by linarith
        nlinarith [mul_pos hL0 h3]
      exact h1.trans_lt h2
  have h := mul_lt_mul_of_pos_left key (by positivity : 0 < 2 * t ^ 2)
  rw [mul_one_div] at h
  rw [dcaCoupling_eq t hL, cdmftCoupling_eq t (by omega)]
  exact h

end

end ClusterBathCoupling
```

```lean
#print axioms ClusterBathCoupling.coupling_single_site
#print axioms ClusterBathCoupling.dcaCoupling_le
#print axioms ClusterBathCoupling.dcaCoupling_lt_cdmftCoupling
```

```
'ClusterBathCoupling.coupling_single_site' depends on axioms: [propext, Classical.choice, Quot.sound]
'ClusterBathCoupling.dcaCoupling_le' depends on axioms: [propext, Classical.choice, Quot.sound]
'ClusterBathCoupling.dcaCoupling_lt_cdmftCoupling' depends on axioms: [propext, Classical.choice, Quot.sound]
```

## What the definitions say about the chain

`dcaCoupling t L` averages `patchVariance` over the momenta `clusterMomentum L j`, with `j` in `Finset.range L`. These momenta run from \(0\) up to \(2\pi-2\pi/L\) instead of lying symmetrically about zero, which changes nothing because the dispersion is periodic. The factor \(s\) is called `patchFactor L`.

`cdmftCoupling t L` is built from the real-space amplitudes `hopping t i j`, equal to \(-t\) between neighbours. Here `i` runs over the cluster and `j` over all integers, with cluster sites contributing zero. The value \(2t^2/L\) is thus derived from the hopping, not put in.

The theorem `dcaCoupling_eq` holds for every real \(t\) and every natural number \(L\ge3\), and `cdmftCoupling_eq` for \(L\ge1\). The strict inequality `dcaCoupling_lt_cdmftCoupling` is proved for \(t\ne0\) and \(L\ge3\); at \(t=0\) both couplings vanish. At \(L=1\), `coupling_single_site` shows that the two couplings agree, as they should when both methods reduce to single-site DMFT.

The step left to the physics is the identification of these two numbers with the \(1/z\) coefficients of the hybridisation functions: no Green's function or self-energy appears in the Lean definitions. Longer-range hopping and higher dimensions would need new calculations, and a smaller bath coupling does not by itself say which method gives better observables at a given \(L\).

## From the integral to the inequality in Lean

`integral_sq_deviation` evaluates the integral for an arbitrary reference energy `m` and half-width `x`. `patchVariance_eq` inserts the patch mean; it replaces \(\pi/L\) by a nonzero variable, after which `field_simp` and `ring` finish the algebra. `sum_cos_two_clusterMomentum` proves the telescoped formula by induction on the number of terms, then cancels \(2\sin a\). `dcaCoupling_eq` combines these results.

In `cdmftCoupling_eq`, `tsum_eq_sum` reduces the sum over all integers to the two neighbours of `i`, and `omega` decides which of them lie outside the cluster. `patchFactor_lower` obtains the bound on \(s\) from monotonicity, and `dcaCoupling_le` turns it into the \(1/L^2\) bound. The final theorem splits into \(L=3\) and \(L\ge4\), as above.

The integral rests on `intervalIntegral.integral_eq_sub_of_hasDerivAt`, Mathlib's form of the fundamental theorem of calculus. It takes two inputs: a derivative statement at every point between the endpoints, and integrability of the derivative. The second follows here from continuity. For the first, Lean assembles the derivative of the proposed antiderivative from the sum and product rules, and `congr_deriv` leaves the task of showing that it equals the squared deviation. The two expressions differ by a multiple of \(\sin^2k+\cos^2k-1\), which `linear_combination` removes. The antiderivative is supplied by the user; Lean only has to check it.

## Two sites break the formula

At \(L=2\) the cluster momenta are \(0\) and \(\pi\), so \(\cos2K=1\) at both and the modulation does not cancel. With \(s=2/\pi\) and \(\cos x=0\), `patchVariance_eq` gives the average \(2t^2(1-8/\pi^2)\approx0.38\,t^2\), whereas \(2t^2(1-s^2)\approx1.19\,t^2\). For \(t\ne0\), the identity therefore cannot be extended to \(L=2\), and a code that used it there would even place DCA above the CDMFT value \(t^2\). The true two-site average still lies below \(t^2\), a consequence of substituting numbers that has no theorem of its own in the source.
